# The action of the two-site Hubbard Hamiltonian on the site amplitudes of one up and one down electron

Two electrons of opposite spin share two sites, and the real 2 × 2 matrix `ψ` holds the amplitude for the up electron on site `i` and the down electron on site `j`. `H2_entries` gives the four entries of the Hubbard Hamiltonian applied to `ψ`: U ψᵢᵢ − t(ψ₀₁ + ψ₁₀) where both electrons are on site i, and −t(ψ₀₀ + ψ₁₁) where they are on different sites. The hopping parameter `t` and the on-site interaction `U` are any real numbers, and `ψ` need be neither normalised nor symmetric. The attempt splits the claim into its four entries, expands each with `simp`, and leaves the algebra to `ring`.

Lean 4 with Mathlib refuses this proof:

```lean
import Mathlib

open Matrix

namespace H2Entries

noncomputable section

/-- Hamiltonian of one electron hopping between the two sites. -/
def hop (t : ℝ) : Matrix (Fin 2) (Fin 2) ℝ := !![0, -t; -t, 0]

/-- Hubbard Hamiltonian on `ψ i j`, the amplitude for the up electron on site `i`
and the down electron on site `j`. -/
def H2 (t U : ℝ) (ψ : Matrix (Fin 2) (Fin 2) ℝ) : Matrix (Fin 2) (Fin 2) ℝ :=
  hop t * ψ + ψ * hop t + U • Matrix.diagonal (fun i => ψ i i)

/-- The Hubbard Hamiltonian written out in site amplitudes. -/
theorem H2_entries (t U : ℝ) (ψ : Matrix (Fin 2) (Fin 2) ℝ) :
    H2 t U ψ 0 0 = U * ψ 0 0 - t * (ψ 0 1 + ψ 1 0) ∧
    H2 t U ψ 0 1 = -t * (ψ 0 0 + ψ 1 1) ∧
    H2 t U ψ 1 0 = -t * (ψ 0 0 + ψ 1 1) ∧
    H2 t U ψ 1 1 = U * ψ 1 1 - t * (ψ 0 1 + ψ 1 0) := by
  refine ⟨?_, ?_, ?_, ?_⟩ <;>
    simp [H2, hop, Matrix.mul_apply, Fin.sum_univ_two, Matrix.diagonal_apply] <;> ring

end

end H2Entries
```

Lean reports:

```
Try this:
  [apply] ring_nf
  
  The `ring` tactic failed to close the goal. Use `ring_nf` to obtain a normal form.
    
  Note that `ring` works primarily in *commutative* rings. If you have a noncommutative ring, abelian group or module, consider using `noncomm_ring`, `abel` or `module` instead.
Try this:
  [apply] ring_nf
  
  The `ring` tactic failed to close the goal. Use `ring_nf` to obtain a normal form.
    
  Note that `ring` works primarily in *commutative* rings. If you have a noncommutative ring, abelian group or module, consider using `noncomm_ring`, `abel` or `module` instead.
Try this:
  [apply] ring_nf
  
  The `ring` tactic failed to close the goal. Use `ring_nf` to obtain a normal form.
    
  Note that `ring` works primarily in *commutative* rings. If you have a noncommutative ring, abelian group or module, consider using `noncomm_ring`, `abel` or `module` instead.
Try this:
  [apply] ring_nf
  
  The `ring` tactic failed to close the goal. Use `ring_nf` to obtain a normal form.
    
  Note that `ring` works primarily in *commutative* rings. If you have a noncommutative ring, abelian group or module, consider using `noncomm_ring`, `abel` or `module` instead.
Main.lean:22:54: error: unsolved goals
case refine_1
t U : ℝ
ψ : Matrix (Fin 2) (Fin 2) ℝ
⊢ -(t * ψ 0 1) + (![0, -t] ᵥ* ψ) 0 + U * ψ 0 0 = -(t * ψ 0 1) - t * ψ 1 0 + U * ψ 0 0

case refine_2
t U : ℝ
ψ : Matrix (Fin 2) (Fin 2) ℝ
⊢ -(t * ψ 0 0) + (![0, -t] ᵥ* ψ) 1 = -(t * ψ 0 0) - t * ψ 1 1

case refine_3
t U : ℝ
ψ : Matrix (Fin 2) (Fin 2) ℝ
⊢ -(t * ψ 1 1) + (![-t, 0] ᵥ* ψ) 0 = -(t * ψ 1 1) - t * ψ 0 0

case refine_4
t U : ℝ
ψ : Matrix (Fin 2) (Fin 2) ℝ
⊢ -(t * ψ 1 0) + (![-t, 0] ᵥ* ψ) 1 + U * ψ 1 1 = -(t * ψ 1 0) - t * ψ 0 1 + U * ψ 1 1
Main.lean:24:55: warning: This simp argument is unused:
  Matrix.diagonal_apply

Hint: Omit it from the simp argument list.
  [apply] simp [H2, hop, Matrix.mul_apply, Fin.sum_univ_two]

Note: This linter can be disabled with `set_option linter.unusedSimpArgs false`
```

Cause. In all four goals `ring` fails to close the equation and leaves a term such as `(![0, -t] ᵥ* ψ) 0`, a row vector times a matrix. Written out, this is `-t * ψ 1 0`, just what the right-hand side needs, but `ring` doesn't look inside the product and treats it as an unknown.

The term arises because `simp` was told to unfold `hop`. With the left factor of `hop t * ψ` a literal matrix, `simp` rewrote the product row by row, into `ᵥ*` form, before `Matrix.mul_apply` could expand its entry as a sum, and nothing in the call expanded `ᵥ*` further. The other product, `ψ * hop t`, was expanded as intended.

The repair leaves `hop` folded and supplies its four entries as `h00` to `h11`, each true by `rfl`. `Matrix.mul_apply` now expands both products, the new facts fill in the entries of `hop t`, and only ordinary algebra is left. Dropping `Matrix.diagonal_apply`, which the linter reported as unused, is mere tidying.

The repair, with which the file compiles:

```diff
@@ -21,6 +21,10 @@
     H2 t U ψ 1 0 = -t * (ψ 0 0 + ψ 1 1) ∧
     H2 t U ψ 1 1 = U * ψ 1 1 - t * (ψ 0 1 + ψ 1 0) := by
+  have h00 : hop t 0 0 = 0 := rfl
+  have h01 : hop t 0 1 = -t := rfl
+  have h10 : hop t 1 0 = -t := rfl
+  have h11 : hop t 1 1 = 0 := rfl
   refine ⟨?_, ?_, ?_, ?_⟩ <;>
-    simp [H2, hop, Matrix.mul_apply, Fin.sum_univ_two, Matrix.diagonal_apply] <;> ring
+    simp [H2, h00, h01, h10, h11, Matrix.mul_apply, Fin.sum_univ_two] <;> ring
 
 end
```
